# On an odd ring of N plane-wave Bloch states, one sign flip gives the one-site Wannier function variance (N² − 1)/(3N)

A numerical diagonalisation carried out separately at each crystal momentum returns every Bloch state with an arbitrary phase. Observables computed from one momentum at a time don't notice. A Wannier function does, because it adds the states of all momenta coherently. Suppose that every phase on a ring has been set correctly except one, which has the wrong sign. How far does the Wannier function spread?

Take a ring of \(N=2m+1\) sites with one orbital per site and lattice constant 1. The Bloch states, labelled by \(k=0,\dots,N-1\), and the Wannier function at the origin are

\[
\psi_k(R)=\frac{e^{2\pi i kR/N}}{\sqrt N},\qquad
w(R)=\frac1{\sqrt N}\sum_{k=0}^{N-1} g_k\,\psi_k(R)=\frac1N\sum_{k=0}^{N-1} g_k\,e^{2\pi i kR/N},
\]

where \(g_k\) is the gauge factor of state \(k\). Positions are the integers \(-m\le R\le m\). If \(g_0=-1\) and all other factors are 1, then

\[
w(R)=\delta_{R,0}-\frac2N,
\]

with norm 1, mean position 0 and variance \((N^2-1)/(3N)\), which diverges with \(N\).

## From a geometric sum to the variance

It costs nothing to treat a general error: \(g_q=u\) with \(|u|=1\) at one index \(q\), and \(g_k=1\) elsewhere.

**All factors equal to 1.** At \(R=0\) the sum has \(N\) terms equal to 1, so \(w(0)=1\). For \(0<|R|\le m\), put \(z=e^{2\pi iR/N}\). Then \(z^N=1\), while \(z\ne1\) because \(R/N\) is not an integer. From

\[
(1-z)\sum_{k=0}^{N-1}z^k=1-z^N=0
\]

the sum vanishes, and \(w(R)=\delta_{R,0}\).

**One wrong factor.** Only the term \(k=q\) changes, by \(u-1\) times its plane wave:

\[
w(R)=\delta_{R,0}+\frac{u-1}{N}\,e^{2\pi i qR/N}.
\]

**The density.** Away from the origin \(|w(R)|^2=|u-1|^2/N^2\). At the origin

\[
|w(0)|^2=1+\frac{2\,\mathrm{Re}(u-1)}{N}+\frac{|u-1|^2}{N^2}.
\]

Since \(|u|=1\), we have \(|u-1|^2=2-2\,\mathrm{Re}\,u=-2\,\mathrm{Re}(u-1)\). Hence for every \(R\) in the cell

\[
|w(R)|^2=\frac{|u-1|^2}{N^2}+\delta_{R,0}\left(1-\frac{|u-1|^2}{N}\right).
\]

**The moments.** Summing over \(N\) sites gives \(|u-1|^2/N+1-|u-1|^2/N=1\). The mean is zero because \(\sum R=0\). The origin contributes nothing to the variance, and

\[
\sum_{R=-m}^{m}R^2=\frac{m(m+1)(2m+1)}3=\frac{N(N^2-1)}{12},
\]

so the variance is

\[
\frac{|u-1|^2}{N^2}\cdot\frac{N(N^2-1)}{12}=\frac{|u-1|^2(N^2-1)}{12N}.
\]

For \(u=-1\) the factor \(|u-1|^2\) is 4, which gives \((N^2-1)/(3N)\). For any fixed \(u\neq1\) the variance grows in proportion to \(N-1/N\).

**Three sites.** With \(N=3\) and the sign of \(k=0\) flipped, \(w(-1),w(0),w(1)\) are \(-\tfrac23,\tfrac13,-\tfrac23\). The norm is \(\tfrac49+\tfrac19+\tfrac49=1\), and the variance is \(\tfrac49+\tfrac49=\tfrac89\), in agreement with \((9-1)/9\).

**A false inference from the limit.** At each fixed \(R\), \(w(R)\) tends to \(\delta_{R,0}\) as \(N\) grows, and one may conclude that the error becomes harmless. The probability away from the origin, \(|u-1|^2(N-1)/N^2\), or \(4(N-1)/N^2\) for the sign flip, does tend to zero. But it is spread evenly over distances up to \(m\), and the weight \(R^2\) more than compensates for the small density.

For electronic-structure work, this one-band, non-interacting model shows that a single badly phased momentum can spoil the quadratic spread of a Wannier function even when its density looks concentrated on one site.

## The ring and its gauge in Lean

```lean
import Mathlib

open Finset Filter

namespace WannierGaugeError

noncomputable section
```

The plane-wave factor takes natural numbers `N` and `k` and an integer position `R`. The positive sign in the exponent is a convention.

```lean
/-- The plane-wave factor `exp(2πi k R / N)` on a ring of `N` sites. -/
def phase (N k : ℕ) (R : ℤ) : ℂ :=
  Complex.exp (2 * Real.pi * Complex.I * k * R / N)
```

Dividing by \(\sqrt N\) normalises the Bloch state over the ring.

```lean
/-- The normalised Bloch state with momentum index `k` on a ring of `N` sites. -/
def bloch (N k : ℕ) (R : ℤ) : ℂ := phase N k R / (Real.sqrt N : ℂ)
```

The gauge is a function `g` from momentum indices to complex numbers. The definition does not require its values to have modulus one; that enters later as a hypothesis.

```lean
/-- The Wannier function built from the Bloch states with gauge factors `g k`. -/
def wannier (N : ℕ) (g : ℕ → ℂ) (R : ℤ) : ℂ :=
  (∑ k ∈ range N, g k * bloch N k R) / (Real.sqrt N : ℂ)
```

The faulty gauge has the value `u` at index `q` and 1 elsewhere.

```lean
/-- The gauge that equals one except at momentum index `q`, where it equals `u`. -/
def phaseError (q : ℕ) (u : ℂ) (k : ℕ) : ℂ := if k = q then u else 1
```

Position on a ring has no preferred origin or cut. The choice made here is the cell centred on the intended Wannier site, so the mean and variance below refer to that cell.

```lean
/-- The centred cell of the `2m+1` integer positions from `-m` to `m`. -/
def cell (m : ℕ) : Finset ℤ := Icc (-(m : ℤ)) m
```

The next three definitions are the finite sums for norm, mean and variance. The last two are the mean and variance of a function whose total weight is 1, which is proved below for the functions studied here.

```lean
/-- The total probability of `w` in the centred cell. -/
def totalWeight (m : ℕ) (w : ℤ → ℂ) : ℝ := ∑ R ∈ cell m, ‖w R‖ ^ 2

/-- The sum of `R ‖w R‖²` over the centred cell, which is the mean position when `w` has total
weight one there. -/
def meanPosition (m : ℕ) (w : ℤ → ℂ) : ℝ := ∑ R ∈ cell m, (R : ℝ) * ‖w R‖ ^ 2

/-- The sum of `(R - meanPosition m w)² ‖w R‖²` over the centred cell, which is the position
variance when `w` has total weight one there. -/
def positionVariance (m : ℕ) (w : ℤ → ℂ) : ℝ :=
  ∑ R ∈ cell m, ((R : ℝ) - meanPosition m w) ^ 2 * ‖w R‖ ^ 2
```

## One site, plus one plane wave

The two factors \(1/\sqrt N\) combine into \(1/N\).

```lean
/-- The two normalisation factors of the Wannier sum combine to `1/N`. -/
theorem wannier_eq (N : ℕ) (g : ℕ → ℂ) (R : ℤ) :
    wannier N g R = (∑ k ∈ range N, g k * phase N k R) / N := by
  have h : (Real.sqrt N : ℂ) * (Real.sqrt N : ℂ) = N := by
    rw [← Complex.ofReal_mul, Real.mul_self_sqrt (Nat.cast_nonneg N)]
    simp
  unfold wannier bloch
  simp only [← mul_div_assoc]
  rw [← Finset.sum_div, div_div, h]
```

The correct gauge comes next. `hpow` writes each plane-wave factor as a power of \(z\), `hroot` is \(z^N=1\), and `hone` is \(z\neq1\). For `hone`, an exponential equal to 1 would force \(R=nN\) with \(n\) an integer; the cell bounds leave only \(n=0\), which contradicts \(R\ne0\). The geometric-sum identity `mul_neg_geom_sum` then makes the sum vanish.

```lean
/-- With all gauge factors equal to one, the Wannier function sits on a single site. -/
theorem wannier_smooth (m : ℕ) {R : ℤ} (hR : R ∈ cell m) :
    wannier (2 * m + 1) (fun _ => 1) R = if R = 0 then 1 else 0 := by
  have hN : ((2 * m + 1 : ℕ) : ℂ) ≠ 0 := Nat.cast_ne_zero.mpr (by omega)
  rw [wannier_eq]
  by_cases h0 : R = 0
  · subst h0
    have hp : ∀ k, phase (2 * m + 1) k 0 = 1 := fun k => by simp [phase]
    simp only [hp, mul_one, Finset.sum_const, card_range, nsmul_eq_mul, if_true]
    exact div_self hN
  · have hpow : ∀ k, phase (2 * m + 1) k R = phase (2 * m + 1) 1 R ^ k := by
      intro k
      unfold phase
      rw [← Complex.exp_nat_mul]
      congr 1
      push_cast
      ring
    -- away from the origin the root of unity is not one
    have hone : phase (2 * m + 1) 1 R ≠ 1 := by
      intro h
      unfold phase at h
      obtain ⟨n, hn⟩ := Complex.exp_eq_one_iff.mp h
      rw [div_eq_iff hN] at hn
      have hRn : (R : ℂ) = n * ((2 * m + 1 : ℕ) : ℂ) := by
        apply mul_left_cancel₀ Complex.two_pi_I_ne_zero
        push_cast at hn ⊢
        linear_combination hn
      have hZ : R = n * (2 * (m : ℤ) + 1) := by exact_mod_cast hRn
      obtain ⟨hl, hr⟩ := Finset.mem_Icc.mp hR
      have hm : (0 : ℤ) ≤ 2 * (m : ℤ) + 1 := by omega
      rcases lt_trichotomy n 0 with hn | hn | hn
      · nlinarith [mul_nonneg (by omega : (0 : ℤ) ≤ -n - 1) hm]
      · exact h0 (by rw [hZ, hn, zero_mul])
      · nlinarith [mul_nonneg (by omega : (0 : ℤ) ≤ n - 1) hm]
    have hroot : phase (2 * m + 1) 1 R ^ (2 * m + 1) = 1 := by
      rw [← hpow]
      unfold phase
      refine Complex.exp_eq_one_iff.mpr ⟨R, ?_⟩
      rw [div_eq_iff hN]
      ring
    have hs : ∑ k ∈ range (2 * m + 1), phase (2 * m + 1) k R = 0 := by
      rw [Finset.sum_congr rfl fun k _ => hpow k]
      have hg := mul_neg_geom_sum (phase (2 * m + 1) 1 R) (2 * m + 1)
      rw [hroot, sub_self] at hg
      exact (mul_eq_zero.mp hg).resolve_left (sub_ne_zero.mpr hone.symm)
    simp only [one_mul, hs, zero_div, if_neg h0]
```

For the faulty gauge, `hk` splits each term into its correct value plus a correction present only at `k = q`. The hypothesis `hq` says that `q` is one of the ring's momentum indices. This formula holds for every complex `u`.

```lean
/-- A wrong phase `u` at one momentum adds a plane wave of amplitude `(u-1)/N`
to the one-site Wannier function. -/
theorem wannier_phaseError (m : ℕ) {q : ℕ} (hq : q < 2 * m + 1) (u : ℂ)
    {R : ℤ} (hR : R ∈ cell m) :
    wannier (2 * m + 1) (phaseError q u) R =
      (if R = 0 then 1 else 0) + (u - 1) * phase (2 * m + 1) q R / (2 * m + 1 : ℕ) := by
  have h1 := wannier_smooth m hR
  rw [wannier_eq] at h1
  simp only [one_mul] at h1
  have hk : ∀ k, phaseError q u k * phase (2 * m + 1) k R = phase (2 * m + 1) k R +
      if k = q then (u - 1) * phase (2 * m + 1) k R else 0 := by
    intro k
    unfold phaseError
    split_ifs <;> ring
  rw [wannier_eq, Finset.sum_congr rfl fun k _ => hk k, Finset.sum_add_distrib,
    Finset.sum_ite_eq', if_pos (Finset.mem_range.mpr hq), add_div, h1]
```

The density does need `‖u‖ = 1`. At the origin, the proof expands the squared norm in real and imaginary parts, and `linear_combination` uses `hu'`, the statement \(1=(\mathrm{Re}\,u)^2+(\mathrm{Im}\,u)^2\), to cancel the cross term as in the derivation above. Elsewhere it is enough that a plane-wave factor has modulus one.

```lean
/-- The density is a uniform background plus a correction at the origin. -/
theorem density_phaseError (m : ℕ) {q : ℕ} (hq : q < 2 * m + 1) {u : ℂ} (hu : ‖u‖ = 1)
    {R : ℤ} (hR : R ∈ cell m) :
    ‖wannier (2 * m + 1) (phaseError q u) R‖ ^ 2 = ‖u - 1‖ ^ 2 / (2 * (m : ℝ) + 1) ^ 2 +
      if R = 0 then 1 - ‖u - 1‖ ^ 2 / (2 * (m : ℝ) + 1) else 0 := by
  rw [wannier_phaseError m hq u hR]
  by_cases h0 : R = 0
  · subst h0
    have hp : phase (2 * m + 1) q 0 = 1 := by simp [phase]
    have e : (1 : ℂ) + (u - 1) * 1 / ((2 * m + 1 : ℕ) : ℂ) =
        1 + (((2 * (m : ℝ) + 1)⁻¹ : ℝ) : ℂ) * (u - 1) := by
      push_cast
      ring
    have hu' := Complex.sq_norm u
    rw [hu, Complex.normSq_apply] at hu'
    simp only [if_true, hp]
    rw [e]
    simp only [Complex.sq_norm, Complex.normSq_apply, Complex.add_re, Complex.add_im,
      Complex.one_re, Complex.one_im, Complex.re_ofReal_mul, Complex.im_ofReal_mul,
      Complex.sub_re, Complex.sub_im]
    have hi : ((2 * (m : ℝ) + 1) ^ 2)⁻¹ = ((2 * (m : ℝ) + 1)⁻¹) ^ 2 := (inv_pow _ _).symm
    linear_combination (-(2 * (m : ℝ) + 1)⁻¹) * hu' - ((u.re - 1) ^ 2 + u.im ^ 2) * hi
  · have hp : ‖phase (2 * m + 1) q R‖ = 1 := by
      have e : 2 * (Real.pi : ℂ) * Complex.I * q * R / ((2 * m + 1 : ℕ) : ℂ) =
          ((2 * Real.pi * q * R / ((2 * m + 1 : ℕ) : ℝ) : ℝ) : ℂ) * Complex.I := by
        push_cast
        ring
      unfold phase
      rw [e, Complex.norm_exp_ofReal_mul_I]
    have hc : ((2 * m + 1 : ℕ) : ℝ) = 2 * (m : ℝ) + 1 := by norm_num
    simp only [if_neg h0]
    rw [zero_add, norm_div, norm_mul, hp, mul_one, Complex.norm_natCast, hc, div_pow, add_zero]
```

## Norm, mean and variance

The sums of \(R\) and \(R^2\) follow by induction on `m`: passing from `m` to `m + 1` adds the sites \(\pm(m+1)\), and `hs` separates their two terms from the old sum.

```lean
/-- The sums of `R` and `R²` over the centred cell. -/
theorem cell_moments (m : ℕ) : ∑ R ∈ cell m, (R : ℝ) = 0 ∧
    ∑ R ∈ cell m, (R : ℝ) ^ 2 = m * (m + 1) * (2 * m + 1) / 3 := by
  induction m with
  | zero => simp [cell]
  | succ m ih =>
    -- enlarging the cell adds one site at each end
    have hs : ∀ f : ℤ → ℝ, ∑ R ∈ cell (m + 1), f R =
        f ((m : ℤ) + 1) + (f (-((m : ℤ) + 1)) + ∑ R ∈ cell m, f R) := by
      intro f
      have hc : cell (m + 1) = insert ((m : ℤ) + 1) (insert (-((m : ℤ) + 1)) (cell m)) := by
        ext R
        simp only [cell, Finset.mem_insert, Finset.mem_Icc]
        omega
      rw [hc, Finset.sum_insert, Finset.sum_insert]
      all_goals
        simp only [cell, Finset.mem_insert, Finset.mem_Icc]
        omega
    rw [hs, hs]
    push_cast
    exact ⟨by linear_combination ih.1, by linear_combination ih.2⟩
```

The three moments are now assembled. In the mean and the variance, each `calc` block first replaces the density by its uniform part, since the correction sits at \(R=0\) and is multiplied by zero. It then inserts the sums from `cell_moments`. The norm needs the number of sites in the cell, `hcard`, together with the correction at the origin.

```lean
/-- A wrong phase `u` at one momentum leaves norm one and mean position zero, and gives
the position variance `|u-1|² (N²-1)/(12N)` with `N = 2m+1`. -/
theorem moments_phaseError (m : ℕ) {q : ℕ} (hq : q < 2 * m + 1) {u : ℂ} (hu : ‖u‖ = 1) :
    totalWeight m (wannier (2 * m + 1) (phaseError q u)) = 1 ∧
    meanPosition m (wannier (2 * m + 1) (phaseError q u)) = 0 ∧
    positionVariance m (wannier (2 * m + 1) (phaseError q u)) =
      ‖u - 1‖ ^ 2 * ((2 * (m : ℝ) + 1) ^ 2 - 1) / (12 * (2 * (m : ℝ) + 1)) := by
  obtain ⟨h1, h2⟩ := cell_moments m
  have hN : (2 * (m : ℝ) + 1) ≠ 0 := by positivity
  have hmean : meanPosition m (wannier (2 * m + 1) (phaseError q u)) = 0 := by
    unfold meanPosition
    calc _ = ∑ R ∈ cell m, ‖u - 1‖ ^ 2 / (2 * (m : ℝ) + 1) ^ 2 * (R : ℝ) := by
          refine Finset.sum_congr rfl fun R hR => ?_
          rw [density_phaseError m hq hu hR]
          split_ifs with h
          · simp [h]
          · ring
      _ = 0 := by rw [← Finset.mul_sum, h1, mul_zero]
  refine ⟨?_, hmean, ?_⟩
  · have hcard : (cell m).card = 2 * m + 1 := by
      unfold cell
      rw [Int.card_Icc]
      omega
    have hmem : (0 : ℤ) ∈ cell m := Finset.mem_Icc.mpr ⟨by omega, by omega⟩
    unfold totalWeight
    rw [Finset.sum_congr rfl fun R hR => density_phaseError m hq hu hR,
      Finset.sum_add_distrib, Finset.sum_ite_eq', if_pos hmem, Finset.sum_const, hcard,
      nsmul_eq_mul]
    push_cast
    field_simp
    ring
  · unfold positionVariance
    rw [hmean]
    -- the origin does not contribute, so only the uniform background counts
    calc _ = ∑ R ∈ cell m, ‖u - 1‖ ^ 2 / (2 * (m : ℝ) + 1) ^ 2 * (R : ℝ) ^ 2 := by
          refine Finset.sum_congr rfl fun R hR => ?_
          rw [density_phaseError m hq hu hR]
          split_ifs with h
          · simp [h]
          · ring
      _ = _ := by
          rw [← Finset.mul_sum, h2]
          field_simp
          ring
```

The sign error is the case `q = 0`, `u = -1`. The theorem states the Wannier function at every position in the cell and then its three moments, with \(N\) written as `2 * m + 1`. It also admits \(m=0\), a ring of one site, where the flip is an overall sign and the variance is zero.

```lean
/-- Flipping the sign of the `k = 0` Bloch state gives `w(R) = δ_(R,0) - 2/N`, with norm one,
mean position zero and variance `(N²-1)/(3N)`, where `N = 2m+1`. -/
theorem sign_error (m : ℕ) :
    (∀ R ∈ cell m, wannier (2 * m + 1) (phaseError 0 (-1)) R =
      (if R = 0 then 1 else 0) - 2 / (2 * (m : ℂ) + 1)) ∧
    totalWeight m (wannier (2 * m + 1) (phaseError 0 (-1))) = 1 ∧
    meanPosition m (wannier (2 * m + 1) (phaseError 0 (-1))) = 0 ∧
    positionVariance m (wannier (2 * m + 1) (phaseError 0 (-1))) =
      ((2 * (m : ℝ) + 1) ^ 2 - 1) / (3 * (2 * (m : ℝ) + 1)) := by
  have hq : 0 < 2 * m + 1 := by omega
  obtain ⟨hw, hm, hv⟩ := moments_phaseError m hq (u := -1) (by simp)
  refine ⟨fun R hR => ?_, hw, hm, ?_⟩
  · have hp : phase (2 * m + 1) 0 R = 1 := by simp [phase]
    rw [wannier_phaseError m hq (-1) hR, hp]
    push_cast
    ring
  · have h4 : ‖(-1 : ℂ) - 1‖ ^ 2 = 4 := by
      rw [Complex.sq_norm, Complex.normSq_apply]
      norm_num
    have hN : (2 * (m : ℝ) + 1) ≠ 0 := by positivity
    rw [hv, h4, div_eq_div_iff (by positivity) (by positivity)]
    ring
```

## Growth with the ring

Divergence is expressed by `Tendsto … atTop atTop`: the variance eventually exceeds any bound as `m` increases. The wrong phase `u` is fixed and different from 1, but the faulty index `q m` may change with the ring. The proof compares the variance with \(|u-1|^2m/12\), which tends to infinity. After clearing denominators, the comparison reduces to \(2m^2+3m\ge0\), multiplied by \(|u-1|^2\).

```lean
/-- For a fixed wrong phase `u ≠ 1` at one momentum, which may vary with the ring size,
the position variance diverges as the ring grows. -/
theorem variance_diverges {u : ℂ} (hu : ‖u‖ = 1) (hne : u ≠ 1)
    (q : ℕ → ℕ) (hq : ∀ m, q m < 2 * m + 1) :
    Tendsto (fun m : ℕ => positionVariance m (wannier (2 * m + 1) (phaseError (q m) u)))
      atTop atTop := by
  have ha : 0 < ‖u - 1‖ ^ 2 := pow_pos (norm_pos_iff.mpr (sub_ne_zero.mpr hne)) 2
  -- this linear function of m, used below as a lower bound, tends to infinity
  have hlin : Tendsto (fun m : ℕ => ‖u - 1‖ ^ 2 / 12 * (m : ℝ)) atTop atTop :=
    Tendsto.const_mul_atTop (by positivity) tendsto_natCast_atTop_atTop
  refine tendsto_atTop_mono (fun m => ?_) hlin
  rw [(moments_phaseError m (hq m) hu).2.2, le_div_iff₀ (by positivity)]
  have hm : (0 : ℝ) ≤ 2 * (m : ℝ) ^ 2 + 3 * m := by positivity
  nlinarith [mul_nonneg ha.le hm]
```

Setting `u = 1` in the general moment formula recovers the correct gauge, with variance zero at every odd ring size.

```lean
/-- With all gauge factors equal to one, the position variance is zero. -/
theorem variance_smooth (m : ℕ) :
    positionVariance m (wannier (2 * m + 1) (fun _ => 1)) = 0 := by
  have e : phaseError 0 1 = fun _ => 1 := by
    funext k
    simp [phaseError]
  have h := (moments_phaseError m (q := 0) (by omega) (u := 1) (by simp)).2.2
  rw [e] at h
  rw [h]
  simp

end

end WannierGaugeError
```

The theorems concern odd rings with a single plane-wave band and one faulty momentum. Even rings, several bands and orbitals with internal structure are not treated.

```lean
#print axioms WannierGaugeError.sign_error
#print axioms WannierGaugeError.variance_diverges
#print axioms WannierGaugeError.variance_smooth
```

```
'WannierGaugeError.sign_error' depends on axioms: [propext, Classical.choice, Quot.sound]
'WannierGaugeError.variance_diverges' depends on axioms: [propext, Classical.choice, Quot.sound]
'WannierGaugeError.variance_smooth' depends on axioms: [propext, Classical.choice, Quot.sound]
```
